# A non-idempotent density matrix is fixed by canonical purification exactly when its fractional occupations are all equal

## Occupations and the canonical step

Levels are labelled by a finite set \(\iota\), and level \(i\) has a real occupation \(x_i\), with 1 meaning full. A full level holds one electron, so \(\sum_i x_i\) is the electron number. An occupation is fractional if it lies strictly between 0 and 1. The range \(0\le x_i\le 1\) is not built into the type `ι → ℝ`; theorems that need it assume it.

```lean
import Mathlib

open Matrix

namespace CanonicalPurificationFixedPoints

noncomputable section

variable {ι : Type*} [Fintype ι]
```

The step depends on one parameter, computed from all the occupations:
\[
c=\frac{\sum_i (x_i^2-x_i^3)}{\sum_i (x_i-x_i^2)} .
\]

```lean
/-- The parameter `c` of canonical purification, computed from the occupations. -/
def canonicalC (x : ι → ℝ) : ℝ :=
  (∑ i, (x i ^ 2 - x i ^ 3)) / ∑ i, (x i - x i ^ 2)
```

If all occupations are 0 or 1, this is \(0/0\), which Lean evaluates as 0. Such occupations are left unchanged by the step below whatever value \(c\) takes, so the fixed-point criteria concern the remaining case and assume that some level is fractional. With \(m=\max(c,1-c)\), the new occupation is
\[
x_i'=x_i+\frac{x_i(1-x_i)(x_i-c)}{m}.
\]
For occupations in \([0,1]\) with at least one fractional, the numerators of the corrections sum to \(\sum_i(x_i^2-x_i^3)-c\sum_i(x_i-x_i^2)=0\), so the choice of \(c\) conserves the electron number.

```lean
/-- One step of canonical purification, acting on the occupations. -/
def canonicalStep (x : ι → ℝ) (i : ι) : ℝ :=
  x i + x i * (1 - x i) * (x i - canonicalC x) / max (canonicalC x) (1 - canonicalC x)
```

## The same step without orbitals

For a matrix \(P\) in an orthonormal basis, traces replace the sums:
\[
c(P)=\frac{\operatorname{Re}\operatorname{tr}(P^2-P^3)}{\operatorname{Re}\operatorname{tr}(P-P^2)} .
\]
The real parts make `matrixC` a real number for any complex matrix; for Hermitian \(P\) the traces are already real.

```lean
/-- The parameter `c` of canonical purification, computed from traces of a matrix. -/
def matrixC (P : Matrix ι ι ℂ) : ℝ :=
  (trace (P * P - P * P * P)).re / (trace (P - P * P)).re
```

Expanding \(P(1-P)(P-c)=(P^2-P^3)-c(P-P^2)\) gives a step that uses only products of \(P\), with \(c=c(P)\) and \(m=\max(c,1-c)\):
\[
P'=P+\frac{(P^2-P^3)-c\,(P-P^2)}{m}.
\]

```lean
/-- One step of canonical purification, acting on a matrix through its products. -/
def matrixStep (P : Matrix ι ι ℂ) : Matrix ι ι ℂ :=
  P + (max (matrixC P) (1 - matrixC P))⁻¹ •
    ((P * P - P * P * P) - matrixC P • (P - P * P))
```

A density matrix with occupations \(x\) in the orbitals given by the columns of \(U\) is \(P=U\,\mathrm{diag}(x)\,U^\dagger\). Unitarity enters the theorems below as the hypothesis `Uᴴ * U = 1`.

```lean
/-- The density matrix with occupations `x` in the orbitals given by the columns of `U`. -/
def densityMatrix [DecidableEq ι] (U : Matrix ι ι ℂ) (x : ι → ℝ) : Matrix ι ι ℂ :=
  U * diagonal (fun i => (x i : ℂ)) * Uᴴ
```

## Which levels stand still

Since \(c+(1-c)=1\), the larger of the two is at least \(1/2\), so \(m>0\). Hence
\[
x_i'=x_i\iff x_i(1-x_i)(x_i-c)=0\iff x_i\in\{0,1,c\}.
\]

```lean
/-- A level keeps its occupation in the canonical step exactly when it is empty, full,
or has occupation `c`. -/
theorem canonicalStep_eq_self_iff (x : ι → ℝ) (i : ι) :
    canonicalStep x i = x i ↔ x i = 0 ∨ x i = 1 ∨ x i = canonicalC x := by
  -- the larger of c and 1 - c is at least one half
  have hm : 0 < max (canonicalC x) (1 - canonicalC x) := by
    have h1 := le_max_left (canonicalC x) (1 - canonicalC x)
    have h2 := le_max_right (canonicalC x) (1 - canonicalC x)
    linarith
  unfold canonicalStep
  constructor
  · intro h
    have hq : x i * (1 - x i) * (x i - canonicalC x) /
        max (canonicalC x) (1 - canonicalC x) = 0 := by linarith
    have hn := (div_eq_zero_iff.1 hq).resolve_right hm.ne'
    rcases mul_eq_zero.1 hn with h1 | h1
    · rcases mul_eq_zero.1 h1 with h2 | h2
      · exact Or.inl h2
      · exact Or.inr (Or.inl (by linarith))
    · exact Or.inr (Or.inr (by linarith))
  · intro h
    have hn : x i * (1 - x i) * (x i - canonicalC x) = 0 := by
      rcases h with h | h | h
      · rw [h]; ring
      · rw [h]; ring
      · rw [sub_eq_zero.2 h, mul_zero]
    rw [hn, zero_div, add_zero]
```

Here `hm` is the positivity of \(m\), and the uses of `mul_eq_zero` split the cubic into its three factors.

## A common fractional value equals \(c\)

Suppose every \(x_i\) is 0, 1 or \(a\), with \(0<a<1\), and \(a\) occurs. Full and empty levels contribute nothing to either sum in \(c\). A level at \(a\) contributes \(a-a^2>0\) to the denominator and \(a^2-a^3=a(a-a^2)\) to the numerator. The numerator is therefore \(a\) times a positive denominator, and \(c=a\).

```lean
/-- If every level is empty, full, or has the fractional occupation `a`, and `a` occurs,
then the parameter `c` equals `a`. -/
theorem canonicalC_eq_of_common {x : ι → ℝ} {a : ℝ} (ha0 : 0 < a) (ha1 : a < 1)
    {k : ι} (hk : x k = a) (hall : ∀ i, x i = 0 ∨ x i = 1 ∨ x i = a) :
    canonicalC x = a := by
  have hpos : 0 < ∑ i, (x i - x i ^ 2) := by
    apply Finset.sum_pos'
    · intro i _
      rcases hall i with h | h | h <;> rw [h] <;> nlinarith
    · exact ⟨k, Finset.mem_univ k, by rw [hk]; nlinarith⟩
  -- level by level, the numerator is a times the denominator
  unfold canonicalC
  rw [div_eq_iff hpos.ne', Finset.mul_sum]
  apply Finset.sum_congr rfl
  intro i _
  rcases hall i with h | h | h <;> rw [h] <;> ring
```

The proof establishes the positive denominator as `hpos`, clears the fraction, and compares the sums term by term.

## The fixed-point criterion

Let the occupations lie in \([0,1]\), with at least one fractional. If the step changes nothing, every fractional occupation must equal \(c\), so they are all equal. Conversely, if they share a value \(a\), then \(c=a\), every occupation is 0, 1 or \(c\), and no level moves.

```lean
/-- For occupations in `[0,1]` that are not all zero or one, the canonical step changes
nothing if and only if exactly one fractional occupation value occurs. -/
theorem canonicalStep_fixed_iff {x : ι → ℝ} (hx : ∀ i, 0 ≤ x i ∧ x i ≤ 1)
    (hf : ∃ k, x k ≠ 0 ∧ x k ≠ 1) :
    canonicalStep x = x ↔ ∃! a : ℝ, (0 < a ∧ a < 1) ∧ ∃ i, x i = a := by
  constructor
  · intro h
    -- every fractional occupation must equal c
    have key : ∀ i, x i ≠ 0 → x i ≠ 1 → x i = canonicalC x := fun i h0 h1 =>
      (((canonicalStep_eq_self_iff x i).1 (congrFun h i)).resolve_left h0).resolve_left h1
    obtain ⟨k, h0, h1⟩ := hf
    refine ⟨x k, ⟨⟨lt_of_le_of_ne (hx k).1 (Ne.symm h0),
      lt_of_le_of_ne (hx k).2 h1⟩, k, rfl⟩, ?_⟩
    rintro b ⟨⟨hb0, hb1⟩, i, hi⟩
    have hi' := key i (by rw [hi]; exact hb0.ne') (by rw [hi]; exact hb1.ne)
    exact hi.symm.trans (hi'.trans (key k h0 h1).symm)
  · rintro ⟨a, ⟨⟨ha0, ha1⟩, k, hk⟩, huniq⟩
    have hall : ∀ i, x i = 0 ∨ x i = 1 ∨ x i = a := by
      intro i
      by_cases h0 : x i = 0
      · exact Or.inl h0
      by_cases h1 : x i = 1
      · exact Or.inr (Or.inl h1)
      exact Or.inr (Or.inr (huniq (x i) ⟨⟨lt_of_le_of_ne (hx i).1 (Ne.symm h0),
        lt_of_le_of_ne (hx i).2 h1⟩, i, rfl⟩))
    funext i
    rw [canonicalStep_eq_self_iff, canonicalC_eq_of_common ha0 ha1 hk hall]
    exact hall i
```

The right-hand side, written with `∃!`, says that exactly one number strictly between 0 and 1 occurs as an occupation. Several levels may share it. Because a fractional level is assumed, this is the same as saying that all fractional occupations are equal.

For example, \(x=(1,\tfrac12,\tfrac12,0)\) has \(c=(\tfrac18+\tfrac18)/(\tfrac14+\tfrac14)=\tfrac12\) and stays put. For \(x=(1,0.6,0.4,0)\),
\[
c=\frac{0.144+0.096}{0.24+0.24}=0.5,
\]
and the two middle occupations become
\[
0.6+\frac{0.24\cdot 0.1}{0.5}=0.648,\qquad
0.4-\frac{0.24\cdot 0.1}{0.5}=0.352 .
\]
They move apart while the electron number remains 2.

## Counting electrons at a fixed point

At a fixed point each occupation is 0, 1 or \(c\). With \(n_1\) full levels and \(n_f\) levels that are neither empty nor full,
\[
\sum_i x_i=n_1+n_f\,c .
\]

```lean
/-- At a fixed point, the electron number is the number of full levels plus `c` times the number of
levels that are neither empty nor full. -/
theorem electron_number_of_fixed {x : ι → ℝ} (h : canonicalStep x = x) :
    ∑ i, x i = ((Finset.univ.filter fun i => x i = 1).card : ℝ) +
      ((Finset.univ.filter fun i => x i ≠ 0 ∧ x i ≠ 1).card : ℝ) * canonicalC x := by
  have hi : ∀ i, x i = (if x i = 1 then (1 : ℝ) else 0) +
      (if x i ≠ 0 ∧ x i ≠ 1 then canonicalC x else 0) := by
    intro i
    by_cases h0 : x i = 0
    · simp [h0]
    by_cases h1 : x i = 1
    · simp [h1]
    rw [if_neg h1, if_pos ⟨h0, h1⟩, zero_add]
    exact (((canonicalStep_eq_self_iff x i).1 (congrFun h i)).resolve_left h0).resolve_left h1
  rw [Finset.sum_congr rfl (fun i _ => hi i), Finset.sum_add_distrib,
    ← Finset.sum_filter, ← Finset.sum_filter]
  simp only [Finset.sum_const, nsmul_eq_mul, mul_one]
```

The fact `hi` writes each occupation as a sum of two indicator terms, which the summation turns into the two counts. In the first example this reads \(2=1+2\cdot\tfrac12\).

## From occupations to matrices

Let \(D=\mathrm{diag}(x)\) and \(P=UDU^\dagger\). From \(U^\dagger U=1\),
\[
(UAU^\dagger)(UBU^\dagger)=U(AB)U^\dagger,\qquad \operatorname{tr}(UAU^\dagger)=\operatorname{tr}A .
\]
The traces thus reduce to sums over occupations, and \(c(P)=c\). The step becomes
\[
P'=U\Big[D+\frac{(D^2-D^3)-c(D-D^2)}{m}\Big]U^\dagger=U\,\mathrm{diag}(x')\,U^\dagger ,
\]
so the orbitals are kept and only the occupations change.

```lean
/-- The matrix step keeps the orbitals and applies the canonical step to the occupations. -/
theorem matrixStep_densityMatrix [DecidableEq ι] {U : Matrix ι ι ℂ} (hU : Uᴴ * U = 1)
    (x : ι → ℝ) :
    matrixStep (densityMatrix U x) = densityMatrix U (canonicalStep x) := by
  have hmul : ∀ A B : Matrix ι ι ℂ, (U * A * Uᴴ) * (U * B * Uᴴ) = U * (A * B) * Uᴴ := by
    intro A B
    calc (U * A * Uᴴ) * (U * B * Uᴴ) = U * A * (Uᴴ * U) * B * Uᴴ := by
          simp only [Matrix.mul_assoc]
      _ = U * (A * B) * Uᴴ := by
          rw [hU, Matrix.mul_one]
          simp only [Matrix.mul_assoc]
  have htr : ∀ A : Matrix ι ι ℂ, trace (U * A * Uᴴ) = trace A := by
    intro A
    rw [Matrix.trace_mul_comm, ← Matrix.mul_assoc, hU, Matrix.one_mul]
  -- the traces reduce to sums over occupations
  have hc : matrixC (densityMatrix U x) = canonicalC x := by
    have h1 : trace (densityMatrix U x * densityMatrix U x -
        densityMatrix U x * densityMatrix U x * densityMatrix U x) =
        ((∑ i, (x i ^ 2 - x i ^ 3) : ℝ) : ℂ) := by
      simp only [densityMatrix, hmul, Matrix.trace_sub, htr, diagonal_mul_diagonal,
        Matrix.trace_diagonal]
      rw [← Finset.sum_sub_distrib, Complex.ofReal_sum]
      exact Finset.sum_congr rfl (fun i _ => by push_cast; ring)
    have h2 : trace (densityMatrix U x - densityMatrix U x * densityMatrix U x) =
        ((∑ i, (x i - x i ^ 2) : ℝ) : ℂ) := by
      simp only [densityMatrix, hmul, Matrix.trace_sub, htr, diagonal_mul_diagonal,
        Matrix.trace_diagonal]
      rw [← Finset.sum_sub_distrib, Complex.ofReal_sum]
      exact Finset.sum_congr rfl (fun i _ => by push_cast; ring)
    unfold matrixC canonicalC
    rw [h1, h2, Complex.ofReal_re, Complex.ofReal_re]
  -- in the orbital basis the step is diagonal
  have hd : diagonal (fun i => (canonicalStep x i : ℂ)) =
      diagonal (fun i => (x i : ℂ)) + (max (canonicalC x) (1 - canonicalC x))⁻¹ •
        ((diagonal (fun i => (x i : ℂ) * x i) - diagonal (fun i => (x i : ℂ) * x i * x i)) -
          canonicalC x • (diagonal (fun i => (x i : ℂ)) -
            diagonal (fun i => (x i : ℂ) * x i))) := by
    ext i j
    by_cases h : i = j
    · subst h
      simp only [Matrix.add_apply, Matrix.sub_apply, Matrix.smul_apply, diagonal_apply_eq,
        Complex.real_smul, canonicalStep]
      push_cast
      ring
    · simp [Matrix.diagonal_apply_ne _ h]
  unfold matrixStep
  rw [hc]
  simp only [densityMatrix, hmul, diagonal_mul_diagonal]
  rw [hd]
  simp only [Matrix.mul_add, Matrix.add_mul, Matrix.mul_sub, Matrix.sub_mul,
    Matrix.mul_smul, Matrix.smul_mul]
```

The two conjugation rules are `hmul` and `htr`; `hc` identifies the parameters, and `hd` is the diagonal identity in the bracket.

If \(P'=P\), multiplying by \(U^\dagger\) on the left and \(U\) on the right gives \(\mathrm{diag}(x')=\mathrm{diag}(x)\), hence \(x'=x\). The converse is immediate, so the criterion for occupations carries over to the density matrix.

```lean
/-- A density matrix with occupations in `[0,1]`, not all zero or one, is unchanged by the
canonical step if and only if exactly one fractional occupation value occurs. -/
theorem matrixStep_fixed_iff [DecidableEq ι] {U : Matrix ι ι ℂ} (hU : Uᴴ * U = 1)
    {x : ι → ℝ} (hx : ∀ i, 0 ≤ x i ∧ x i ≤ 1) (hf : ∃ k, x k ≠ 0 ∧ x k ≠ 1) :
    matrixStep (densityMatrix U x) = densityMatrix U x ↔
      ∃! a : ℝ, (0 < a ∧ a < 1) ∧ ∃ i, x i = a := by
  rw [matrixStep_densityMatrix hU, ← canonicalStep_fixed_iff hx hf]
  constructor
  · intro h
    -- undo the change of basis and compare diagonal entries
    have hback : ∀ y : ι → ℝ,
        Uᴴ * densityMatrix U y * U = diagonal (fun i => (y i : ℂ)) := by
      intro y
      calc Uᴴ * densityMatrix U y * U
          = (Uᴴ * U) * diagonal (fun i => (y i : ℂ)) * (Uᴴ * U) := by
            simp only [densityMatrix, Matrix.mul_assoc]
        _ = diagonal (fun i => (y i : ℂ)) := by
            rw [hU, Matrix.one_mul, Matrix.mul_one]
    have hdiag := hback (canonicalStep x)
    rw [h, hback x] at hdiag
    funext i
    have hi := congrFun (congrFun hdiag i) i
    rw [diagonal_apply_eq, diagonal_apply_eq] at hi
    exact (Complex.ofReal_injective hi).symm
  · intro h
    rw [h]

end

end CanonicalPurificationFixedPoints
```

```lean
#print axioms CanonicalPurificationFixedPoints.electron_number_of_fixed
-- 'CanonicalPurificationFixedPoints.electron_number_of_fixed' depends on axioms: [propext, Classical.choice, Quot.sound]
#print axioms CanonicalPurificationFixedPoints.matrixStep_fixed_iff
-- 'CanonicalPurificationFixedPoints.matrixStep_fixed_iff' depends on axioms: [propext, Classical.choice, Quot.sound]
```

## Stationary does not mean idempotent

In a calculation one forms \(P^2\) and \(P^3\), takes the traces, and updates \(P\) without diagonalising it. With the two branches of the maximum written out, the update is
\[
P'=\begin{cases}
\big[(1+c)P^2-P^3\big]/c, & c\ge \tfrac12,\\[2pt]
\big[(1-2c)P+(1+c)P^2-P^3\big]/(1-c), & c<\tfrac12 .
\end{cases}
\]
For linear-scaling electronic structure with a fixed one-electron Hamiltonian, in exact arithmetic and a finite orthonormal basis, the criterion shows that an unchanged \(P\) may still contain a partly filled set of levels. Orbitals of equal energy start with equal occupations when the initial \(P\) is a function of the Hamiltonian, and the step keeps them equal. A stopping test should therefore also monitor \(\operatorname{tr}(P-P^2)\), and the quotient for \(c\) needs care as that trace approaches zero. Convergence, sparse truncation and rounding are separate questions, as is a non-orthogonal basis, where the overlap matrix enters the products.
